# The screened Madelung sum of an infinite alternating ionic chain is 2 ln(1 + e^(-k)) for k > 0

Take an infinite chain of equally spaced ions whose charges are equal in size and alternate in sign. Distances are measured in units of the spacing, k is the inverse screening length in the same units, and attraction to the reference ion counts as positive. The two ions at distance n + 1 then contribute 2(-1)^n e^(-k(n+1))/(n+1) to the dimensionless Madelung sum. The theorem states that for k > 0 these contributions, taken over all n from 0 upwards, sum to 2 ln(1 + e^(-k)); the unscreened chain, k = 0, is not covered. The proof takes the power series for -ln(1 - x) at x = -e^(-k), which has absolute value below 1, and multiplies it by -2. It then has to match the result with the stated sum, both term by term and in its value.

This version doesn't compile in Lean 4 with Mathlib:

```lean
import Mathlib

open Filter Topology

namespace HasSumPairTerm

noncomputable section

/-- Contribution of the two ions at distance `n + 1` from a reference ion of the alternating
chain, damped by the screening factor `exp (-k (n + 1))`. -/
def pairTerm (k : ℝ) (n : ℕ) : ℝ :=
  2 * (-1) ^ n * Real.exp (-k * (n + 1)) / (n + 1)

/-- For `k > 0` the screened pair contributions sum to `2 ln (1 + exp (-k))`. -/
theorem hasSum_pairTerm {k : ℝ} (hk : 0 < k) :
    HasSum (pairTerm k) (2 * Real.log (1 + Real.exp (-k))) := by
  have hx : |-Real.exp (-k)| < 1 := by
    rw [abs_neg, abs_of_pos (Real.exp_pos _)]
    exact Real.exp_lt_one (by linarith)
  -- the logarithm series at `-exp (-k)`
  have h := (Real.hasSum_pow_div_log_of_abs_lt_one hx).mul_left (-2)
  convert h using 1
  · funext n
    have e : Real.exp (-k * (n + 1)) = Real.exp (-k) ^ (n + 1) := by
      rw [← Real.exp_nat_mul]
      congr 1
      push_cast
      ring
    unfold pairTerm
    rw [e, neg_pow (Real.exp (-k)) (n + 1), pow_succ (-1 : ℝ) n]
    ring
  · rw [sub_neg_eq_add]
    ring

end

end HasSumPairTerm
```

The compiler's answer:

```
Main.lean:19:10: error(lean.unknownIdentifier): Unknown constant `Real.exp_lt_one`
Main.lean:23:4: error: Tactic `apply` failed: could not unify the conclusion of `@funext`
  ?f = ?g
with the goal
  Real.instAddCommMonoid =
    CommRing.toNonUnitalCommRing.toNonUnitalNonAssocCommRing.toNonUnitalNonAssocSemiring.toAddCommMonoid

Note: The full type of `@funext` is
  ∀ {α : Sort ?u.38} {β : α → Sort ?u.37} {f g : (x : α) → β x}, (∀ (x : α), f x = g x) → f = g

case e'_3
k : ℝ
hk : 0 < k
hx : |(-Real.exp (-k))| < 1
h : HasSum (fun i => -2 * ((-Real.exp (-k)) ^ (i + 1) / (↑i + 1))) (-2 * -Real.log (1 - -Real.exp (-k)))
⊢ Real.instAddCommMonoid =
    CommRing.toNonUnitalCommRing.toNonUnitalNonAssocCommRing.toNonUnitalNonAssocSemiring.toAddCommMonoid
Main.lean:32:8: error: Tactic `rewrite` failed: Did not find an occurrence of the pattern
  ?a - -?b
in the target expression
  pairTerm k = fun i => -2 * ((-Real.exp (-k)) ^ (i + 1) / (↑i + 1))

case e'_5
k : ℝ
hk : 0 < k
hx : |(-Real.exp (-k))| < 1
h : HasSum (fun i => -2 * ((-Real.exp (-k)) ^ (i + 1) / (↑i + 1))) (-2 * -Real.log (1 - -Real.exp (-k)))
⊢ pairTerm k = fun i => -2 * ((-Real.exp (-k)) ^ (i + 1) / (↑i + 1))
Main.lean:16:62: error: unsolved goals
case e'_6
k : ℝ
hk : 0 < k
hx : |(-Real.exp (-k))| < 1
h : HasSum (fun i => -2 * ((-Real.exp (-k)) ^ (i + 1) / (↑i + 1))) (-2 * -Real.log (1 - -Real.exp (-k)))
⊢ 2 * Real.log (1 + Real.exp (-k)) = -2 * -Real.log (1 - -Real.exp (-k))
```

After these edits no error is left:

```diff
@@ -17,9 +17,10 @@
   have hx : |-Real.exp (-k)| < 1 := by
     rw [abs_neg, abs_of_pos (Real.exp_pos _)]
-    exact Real.exp_lt_one (by linarith)
+    exact Real.exp_lt_one_iff.mpr (by linarith)
   -- the logarithm series at `-exp (-k)`
   have h := (Real.hasSum_pow_div_log_of_abs_lt_one hx).mul_left (-2)
-  convert h using 1
-  · funext n
+  have hterm : pairTerm k =
+      fun n : ℕ => -2 * ((-Real.exp (-k)) ^ (n + 1) / ((n : ℝ) + 1)) := by
+    funext n
     have e : Real.exp (-k * (n + 1)) = Real.exp (-k) ^ (n + 1) := by
       rw [← Real.exp_nat_mul]
@@ -30,6 +31,9 @@
     rw [e, neg_pow (Real.exp (-k)) (n + 1), pow_succ (-1 : ℝ) n]
     ring
-  · rw [sub_neg_eq_add]
+  have hval : 2 * Real.log (1 + Real.exp (-k)) = -2 * -Real.log (1 - -Real.exp (-k)) := by
+    rw [sub_neg_eq_add]
     ring
+  rw [hterm, hval]
+  exact h
 
 end
```

The first error is a missing name: Lean finds no constant `Real.exp_lt_one`. The repair uses the equivalence `Real.exp_lt_one_iff`, whose `.mpr` direction gives the bound from `-k < 0`.

The other three errors have one source. The proof expects two goals from `convert h using 1`, one for the terms and one for the value, but there are three. The extra one comes first and asks that two routes to the additive structure on the reals be equal. So `funext` meets an equation between instances, which it cannot unify with an equation between functions. The second bullet receives the goal about the terms, where `sub_neg_eq_add` finds no subtraction to rewrite, and the goal about the value is left with no bullet at all.

The repair drops `convert` and states the two equations as `hterm` and `hval`, each proved by the steps first written for it. After `rw [hterm, hval]` the goal agrees with `h` except in how the instances are written, and `exact h` accepts that because they are equal by definition.
